# For a central unit multipole in a spherical cavity in a dielectric with ε > 1, the magnitude of the scaled reaction amplitude falls strictly with multipole order to (ε−1)/(ε+1)

A unit multipole of order l sits at the centre of a spherical cavity of radius a > 0, with permittivity 1 inside and a dielectric of permittivity ε > 1 outside. The radial potential is 1/r^(l+1) + B_l r^l inside and C_l/r^(l+1) outside, and for every l the potential and the normal displacement are assumed continuous at the wall. The theorem `reaction_strictAnti_tendsto` states that |B_l| a^(2l+1) then strictly decreases with l and tends to (ε−1)/(ε+1). The attempt first shows that this sequence equals the Kirkwood factor (ε−1)/(ε + l/(l+1)), then compares consecutive terms for the decrease and uses l/(l+1) → 1 for the limit.

An attempt in Lean 4 with a fault in it:

```lean
import Mathlib

open Filter Topology

namespace ReactionStrictAntiTendsto

noncomputable section

/-- Radial potential inside the cavity, for `r ≠ 0`: a unit multipole of order `l` at the centre
plus a reaction potential of amplitude `B`. -/
def innerPotential (l : ℕ) (B r : ℝ) : ℝ := 1 / r ^ (l + 1) + B * r ^ l

/-- Radial potential in the surrounding dielectric, for `r ≠ 0`: a multipole of order `l` with
amplitude `C`. -/
def outerPotential (l : ℕ) (C r : ℝ) : ℝ := C / r ^ (l + 1)

/-- The boundary conditions at the cavity wall `r = a`: the potential is continuous, and so is the
normal displacement, with permittivity `1` inside and `ε` outside. -/
def Matches (ε a : ℝ) (l : ℕ) (B C : ℝ) : Prop :=
  innerPotential l B a = outerPotential l C a ∧
    deriv (innerPotential l B) a = ε * deriv (outerPotential l C) a

/-- The Kirkwood factor of order `l`, for `ε + l/(l+1) ≠ 0`. -/
def kirkwoodFactor (ε : ℝ) (l : ℕ) : ℝ := (ε - 1) / (ε + (l : ℝ) / (l + 1))

/-- The radial derivative of the outer potential at `r ≠ 0`. -/
theorem hasDerivAt_outer (l : ℕ) (C : ℝ) {r : ℝ} (hr : r ≠ 0) :
    HasDerivAt (outerPotential l C) (-((l + 1) * C) / r ^ (l + 2)) r := by
  have h := (hasDerivAt_const r C).fun_div (hasDerivAt_pow (l + 1) r) (pow_ne_zero _ hr)
  refine h.congr_deriv ?_
  rw [Nat.add_sub_cancel, div_eq_div_iff (pow_ne_zero _ (pow_ne_zero _ hr)) (pow_ne_zero _ hr)]
  push_cast
  ring

/-- The radial derivative of the inner potential at `r ≠ 0`. -/
theorem hasDerivAt_inner (l : ℕ) (B : ℝ) {r : ℝ} (hr : r ≠ 0) :
    HasDerivAt (innerPotential l B) (-((l + 1) * 1) / r ^ (l + 2) + l * B * r ^ l / r) r := by
  have h := (hasDerivAt_outer l 1 hr).fun_add ((hasDerivAt_pow l r).const_mul B)
  refine h.congr_deriv ?_
  congr 1
  rcases l with _ | n
  · simp
  · rw [eq_div_iff hr, Nat.add_sub_cancel]
    ring

/-- For `ε > 0` the Kirkwood factor equals `(ε-1)(l+1) / (ε(l+1) + l)`. -/
theorem kirkwoodFactor_eq {ε : ℝ} (hε : 0 < ε) (l : ℕ) :
    kirkwoodFactor ε l = (ε - 1) * (l + 1) / (ε * (l + 1) + l) := by
  have hl : (l : ℝ) + 1 ≠ 0 := by positivity
  have hD : ε * ((l : ℝ) + 1) + l ≠ 0 := by positivity
  have h : ε + (l : ℝ) / (l + 1) = (ε * (l + 1) + l) / (l + 1) := by
    rw [eq_div_iff hl, add_mul, div_mul_cancel₀ _ hl]
  rw [kirkwoodFactor, h, div_div_eq_mul_div]

/-- For `a > 0` and `ε > 0` the boundary conditions hold exactly when `B a^(2l+1)` is minus the
Kirkwood factor and `C = 1 + B a^(2l+1)`. -/
theorem matches_iff {ε a : ℝ} (hε : 0 < ε) (ha : 0 < a) (l : ℕ) (B C : ℝ) :
    Matches ε a l B C ↔
      B * a ^ (2 * l + 1) = -kirkwoodFactor ε l ∧ C = 1 + B * a ^ (2 * l + 1) := by
  have hp : a ^ (l + 1) ≠ 0 := by positivity
  have hq : a ^ (l + 2) ≠ 0 := by positivity
  have hD : ε * ((l : ℝ) + 1) + l ≠ 0 := by positivity
  -- bring both boundary conditions to a common denominator
  have e1 : 1 / a ^ (l + 1) + B * a ^ l = (1 + B * a ^ (2 * l + 1)) / a ^ (l + 1) := by
    rw [eq_div_iff hp, add_mul, div_mul_cancel₀ _ hp]
    ring
  have e2 : l * B * a ^ l / a = l * (B * a ^ (2 * l + 1)) / a ^ (l + 2) := by
    rw [div_eq_div_iff ha.ne' hq]
    ring
  have e3 : ε * (-((l + 1) * C) / a ^ (l + 2)) = -(ε * (l + 1) * C) / a ^ (l + 2) := by
    ring
  rw [Matches, (hasDerivAt_inner l B ha.ne').deriv, (hasDerivAt_outer l C ha.ne').deriv,
    innerPotential, outerPotential, e1, e2, e3, ← add_div, div_left_inj' hp, div_left_inj' hq,
    kirkwoodFactor_eq hε, ← neg_div, eq_div_iff hD]
  -- two linear equations remain
  constructor
  · rintro ⟨h1, h2⟩
    refine ⟨?_, h1.symm⟩
    rw [← h1] at h2
    linear_combination h2
  · rintro ⟨h1, h2⟩
    refine ⟨h2.symm, ?_⟩
    rw [h2]
    linear_combination h1

/-- For `ε > 1` every Kirkwood factor lies between `(ε-1)/(ε+1)` and `(ε-1)/ε`. -/
theorem kirkwoodFactor_bounds {ε : ℝ} (hε : 1 < ε) (l : ℕ) :
    (ε - 1) / (ε + 1) ≤ kirkwoodFactor ε l ∧ kirkwoodFactor ε l ≤ (ε - 1) / ε := by
  have h0 : 0 < ε := by linarith
  have hD : 0 < ε * ((l : ℝ) + 1) + l := by positivity
  have hl : 0 ≤ (ε - 1) * (l : ℝ) := mul_nonneg (by linarith) (Nat.cast_nonneg l)
  rw [kirkwoodFactor_eq h0]
  constructor
  · rw [div_le_div_iff₀ (by linarith) hD]
    nlinarith
  · rw [div_le_div_iff₀ hD h0]
    nlinarith

/-- In a cavity of radius `a > 0` in a dielectric with `ε > 1`, the magnitude `|B| a^(2l+1)` of the
reaction amplitude strictly decreases with the multipole order `l` and tends to
`(ε-1)/(ε+1)`. -/
theorem reaction_strictAnti_tendsto {ε a : ℝ} (hε : 1 < ε) (ha : 0 < a) {B C : ℕ → ℝ}
    (h : ∀ l, Matches ε a l (B l) (C l)) :
    StrictAnti (fun l => |B l| * a ^ (2 * l + 1)) ∧
      Tendsto (fun l => |B l| * a ^ (2 * l + 1)) atTop (𝓝 ((ε - 1) / (ε + 1))) := by
  have h0 : 0 < ε := by linarith
  have hB : (fun l => |B l| * a ^ (2 * l + 1)) = kirkwoodFactor ε := by
    funext l
    have hk : 0 ≤ kirkwoodFactor ε l :=
      le_trans (div_nonneg (by linarith) (by linarith)) (kirkwoodFactor_bounds hε l).1
    have hpow : 0 < a ^ (2 * l + 1) := by positivity
    rw [← abs_of_pos hpow, ← abs_mul, abs_of_pos hpow,
      ((matches_iff h0 ha l _ _).1 (h l)).1, abs_neg, abs_of_nonneg hk]
  rw [hB]
  constructor
  · refine strictAnti_nat_of_succ_lt fun l => ?_
    rw [kirkwoodFactor_eq h0, kirkwoodFactor_eq h0, div_lt_div_iff₀ (by positivity) (by positivity)]
    push_cast
    nlinarith
  · have hlim := tendsto_natCast_div_add_atTop (1 : ℝ)
    exact tendsto_const_nhds.div (tendsto_const_nhds.add hlim) (by linarith)

end

end ReactionStrictAntiTendsto
```

The compiler's answer:

```
Main.lean:112:38: error: Tactic `rewrite` failed: Did not find an occurrence of the pattern
  |a ^ (2 * l + 1)|
in the target expression
  |B l * a ^ (2 * l + 1)| = kirkwoodFactor ε l

ε a : ℝ
hε : 1 < ε
ha : 0 < a
B C : ℕ → ℝ
h : ∀ (l : ℕ), Matches ε a l (B l) (C l)
h0 : 0 < ε
l : ℕ
hk : 0 ≤ kirkwoodFactor ε l
hpow : 0 < a ^ (2 * l + 1)
⊢ |B l * a ^ (2 * l + 1)| = kirkwoodFactor ε l
```

The error arises where |B_l| a^(2l+1) is identified with the Kirkwood factor. The first rewrite, `← abs_of_pos hpow`, puts absolute value bars round the positive power, and `← abs_mul` then merges the two absolute values into one, `|B l * a ^ (2 * l + 1)|`. The next step, `abs_of_pos hpow`, looks for `|a ^ (2 * l + 1)|` in order to remove its bars. That term is no longer in the goal: the power now stands without bars of its own, as a factor inside the absolute value of the product. With nothing to match, `rw` fails.

The diff deletes this third rewrite, which had no work left to do. The product inside the bars is already the left-hand side of the equation supplied by `matches_iff`, so the next rewrite turns it into `-kirkwoodFactor ε l`. Then `abs_neg` drops the sign, and `abs_of_nonneg hk` removes the bars, since the factor is nonnegative.

After these edits no error is left:

```diff
@@ -110,5 +110,5 @@
       le_trans (div_nonneg (by linarith) (by linarith)) (kirkwoodFactor_bounds hε l).1
     have hpow : 0 < a ^ (2 * l + 1) := by positivity
-    rw [← abs_of_pos hpow, ← abs_mul, abs_of_pos hpow,
+    rw [← abs_of_pos hpow, ← abs_mul,
       ((matches_iff h0 ha l _ _).1 (h l)).1, abs_neg, abs_of_nonneg hk]
   rw [hB]
```
